# An idle partner at least as large as the system makes the constrained pure-state and ensemble minima equal

To minimise an energy over density matrices under linear constraints, one can write $\rho=CC^\dagger$ with a square complex matrix $C$ and vary its entries, so that positivity needs no separate enforcement. The entries of $C$ are the amplitudes of a pure state of the system and an idle partner, and for a finite-level system the minimum over these states equals the ensemble minimum whenever the constraints can be met.

In Lean 4 with Mathlib:

```lean
import Mathlib

open Matrix
open scoped Kronecker ComplexOrder

namespace IdlePartnerSearch

noncomputable section

variable {n m κ : Type*} [Fintype n] [Fintype m]

/-- The first reduced matrix of a bipartite vector: the partner index is traced out. -/
def reduced (ψ : n × m → ℂ) : Matrix n n ℂ :=
  Matrix.of fun i k => ∑ j, ψ (i, j) * star (ψ (k, j))

/-- The amplitudes of a bipartite vector arranged as a system-by-partner matrix. -/
def amplitudes (ψ : n × m → ℂ) : Matrix n m ℂ := Matrix.of fun i j => ψ (i, j)

/-- A density matrix is positive semidefinite and has unit trace. -/
def IsDensity (ρ : Matrix n n ℂ) : Prop := ρ.PosSemidef ∧ ρ.trace = 1

/-- The real values of `⟨ψ, (W ⊗ 1) ψ⟩` over unit vectors `ψ` of system and partner `m`
whose first reduced matrix satisfies the constraint `L = x`. -/
def pureEnergies (m : Type*) [Fintype m] [DecidableEq m] (W : Matrix n n ℂ)
    (L : Matrix n n ℂ →ₗ[ℝ] (κ → ℝ)) (x : κ → ℝ) : Set ℝ :=
  {E | ∃ ψ : n × m → ℂ, star ψ ⬝ᵥ ψ = 1 ∧ L (reduced ψ) = x ∧
    (E : ℂ) = star ψ ⬝ᵥ ((W ⊗ₖ (1 : Matrix m m ℂ)) *ᵥ ψ)}

/-- The real values of `Tr (W ρ)` over density matrices `ρ` of the system alone
that satisfy the constraint `L ρ = x`. -/
def ensembleEnergies (W : Matrix n n ℂ)
    (L : Matrix n n ℂ →ₗ[ℝ] (κ → ℝ)) (x : κ → ℝ) : Set ℝ :=
  {E | ∃ ρ : Matrix n n ℂ, IsDensity ρ ∧ L ρ = x ∧ (E : ℂ) = (W * ρ).trace}

/-- An observable of the system alone sees only the reduced matrix `r`:
`⟨ψ, (W ⊗ 1) ψ⟩ = Tr (W r)`. -/
theorem expectation_eq [DecidableEq m] (W : Matrix n n ℂ) (ψ : n × m → ℂ) :
    star ψ ⬝ᵥ ((W ⊗ₖ (1 : Matrix m m ℂ)) *ᵥ ψ) = (W * reduced ψ).trace := by
  have h : ∀ i j, ((W ⊗ₖ (1 : Matrix m m ℂ)) *ᵥ ψ) (i, j) = ∑ k, W i k * ψ (k, j) := by
    intro i j
    simp [Matrix.mulVec, dotProduct, Fintype.sum_prod_type, Matrix.one_apply]
  simp only [dotProduct, Fintype.sum_prod_type, h, Pi.star_apply, Matrix.trace,
    Matrix.diag_apply, Matrix.mul_apply, reduced, Matrix.of_apply, Finset.mul_sum]
  refine Finset.sum_congr rfl fun i _ => ?_
  rw [Finset.sum_comm]
  refine Finset.sum_congr rfl fun k _ => Finset.sum_congr rfl fun j _ => ?_
  ring

/-- The trace of the reduced matrix is the squared norm of the bipartite vector. -/
theorem trace_reduced (ψ : n × m → ℂ) : (reduced ψ).trace = star ψ ⬝ᵥ ψ := by
  simp only [Matrix.trace, Matrix.diag_apply, reduced, Matrix.of_apply, dotProduct,
    Fintype.sum_prod_type, Pi.star_apply]
  exact Finset.sum_congr rfl fun i _ => Finset.sum_congr rfl fun j _ => mul_comm _ _

omit [Fintype n] in
/-- The reduced matrix is the amplitude matrix times its adjoint. -/
theorem reduced_eq_mul (ψ : n × m → ℂ) : reduced ψ = amplitudes ψ * (amplitudes ψ)ᴴ := by
  ext i k
  simp [reduced, amplitudes, Matrix.mul_apply]

/-- The reduced matrix of any bipartite vector is positive semidefinite. -/
theorem reduced_posSemidef (ψ : n × m → ℂ) : (reduced ψ).PosSemidef := by
  rw [reduced_eq_mul]
  exact Matrix.posSemidef_self_mul_conjTranspose _

open scoped MatrixOrder in
/-- Purification: a positive semidefinite matrix is the reduced matrix of a bipartite vector
whenever the partner has at least as many levels as the system. -/
theorem exists_purification (hc : Fintype.card n ≤ Fintype.card m)
    {ρ : Matrix n n ℂ} (hρ : ρ.PosSemidef) : ∃ ψ : n × m → ℂ, reduced ψ = ρ := by
  classical
  obtain ⟨B, hB⟩ :=
    CStarAlgebra.nonneg_iff_eq_star_mul_self.1 (Matrix.nonneg_iff_posSemidef.2 hρ)
  obtain ⟨e⟩ := Function.Embedding.nonempty_of_card_le hc
  -- `P` places the system's levels isometrically among those of the partner
  let P : Matrix n m ℂ := Matrix.of fun k j => if e k = j then 1 else 0
  have hP : P * Pᴴ = 1 := by
    ext k l
    simp [P, Matrix.mul_apply, Matrix.one_apply, e.injective.eq_iff, eq_comm]
  refine ⟨fun p => (Bᴴ * P) p.1 p.2, ?_⟩
  have h : reduced (fun p : n × m => (Bᴴ * P) p.1 p.2) = (Bᴴ * P) * (Bᴴ * P)ᴴ :=
    reduced_eq_mul _
  rw [h, Matrix.conjTranspose_mul, Matrix.conjTranspose_conjTranspose, Matrix.mul_assoc,
    ← Matrix.mul_assoc P, hP, Matrix.one_mul]
  exact hB.symm

/-- Sharpness of the partner's size: if a non-zero multiple of the identity is the reduced
matrix of a bipartite vector, the partner has at least as many levels as the system. -/
theorem card_le_of_reduced_eq_smul_one [DecidableEq n] {ψ : n × m → ℂ} {c : ℂ} (hc : c ≠ 0)
    (h : reduced ψ = c • (1 : Matrix n n ℂ)) : Fintype.card n ≤ Fintype.card m := by
  have h1 : amplitudes ψ * (c⁻¹ • (amplitudes ψ)ᴴ) = 1 := by
    rw [Matrix.mul_smul, ← reduced_eq_mul, h, smul_smul, inv_mul_cancel₀ hc, one_smul]
  -- the rank of this product is at most the number of partner levels
  have h2 := (Matrix.rank_mul_le_left (amplitudes ψ) (c⁻¹ • (amplitudes ψ)ᴴ)).trans
    (amplitudes ψ).rank_le_card_width
  rwa [h1, Matrix.rank_one] at h2

/-- With a partner at least as large as the system, constrained pure states and constrained
ensembles yield the same set of energies. -/
theorem pureEnergies_eq_ensembleEnergies [DecidableEq m]
    (hc : Fintype.card n ≤ Fintype.card m)
    (W : Matrix n n ℂ) (L : Matrix n n ℂ →ₗ[ℝ] (κ → ℝ)) (x : κ → ℝ) :
    pureEnergies m W L x = ensembleEnergies W L x := by
  ext E
  constructor
  · rintro ⟨ψ, h1, h2, h3⟩
    exact ⟨reduced ψ, ⟨reduced_posSemidef ψ, (trace_reduced ψ).trans h1⟩, h2,
      h3.trans (expectation_eq W ψ)⟩
  · rintro ⟨ρ, ⟨hp, h1⟩, h2, h3⟩
    obtain ⟨ψ, rfl⟩ := exists_purification hc hp
    exact ⟨ψ, (trace_reduced ψ).symm.trans h1, h2, h3.trans (expectation_eq W ψ).symm⟩

/-- For Hermitian `W`, a constraint value `x` reached by some density matrix, and an idle partner
at least as large as the system, the pure-state and the ensemble minimum are both attained
and are equal. -/
theorem pure_min_eq_ensemble_min [DecidableEq m] (hc : Fintype.card n ≤ Fintype.card m)
    {W : Matrix n n ℂ} (hW : W.IsHermitian) (L : Matrix n n ℂ →ₗ[ℝ] (κ → ℝ)) (x : κ → ℝ)
    (hx : ∃ ρ, IsDensity ρ ∧ L ρ = x) :
    ∃ E, IsLeast (pureEnergies m W L x) E ∧ IsLeast (ensembleEnergies W L x) E := by
  obtain ⟨ρ, ⟨hp, ht⟩, hL⟩ := hx
  obtain ⟨ψ₀, rfl⟩ := exists_purification hc hp
  have hr : Continuous (fun ψ : n × m → ℂ => reduced ψ) :=
    continuous_matrix fun i k => continuous_finsetSum _ fun j _ =>
      (continuous_apply (i, j)).mul (continuous_apply (k, j)).star
  have hLc : Continuous L := L.continuous_of_finiteDimensional
  let K : Set (n × m → ℂ) := {ψ | (reduced ψ).trace = 1 ∧ L (reduced ψ) = x}
  -- the feasible unit vectors form a compact set
  have hcl : IsClosed K :=
    (isClosed_eq hr.matrix_trace continuous_const).inter
      (isClosed_eq (hLc.comp hr) continuous_const)
  have hbd : K ⊆ Metric.closedBall 0 1 := by
    rintro ψ ⟨h, -⟩
    rw [trace_reduced] at h
    have h2 : ∑ p, ‖ψ p‖ ^ 2 = 1 := by
      have h3 : ((∑ p, ‖ψ p‖ ^ 2 : ℝ) : ℂ) = 1 := by
        rw [← h]
        simp [dotProduct, Complex.conj_mul']
      exact_mod_cast h3
    rw [mem_closedBall_zero_iff, pi_norm_le_iff_of_nonneg zero_le_one]
    intro p
    have h4 : ‖ψ p‖ ^ 2 ≤ ∑ q, ‖ψ q‖ ^ 2 :=
      Finset.single_le_sum (f := fun q => ‖ψ q‖ ^ 2) (fun q _ => sq_nonneg _)
        (Finset.mem_univ p)
    nlinarith [norm_nonneg (ψ p)]
  have hK : IsCompact K := (isCompact_closedBall 0 1).of_isClosed_subset hcl hbd
  have hf : Continuous (fun ψ : n × m → ℂ => (W * reduced ψ).trace.re) :=
    Complex.continuous_re.comp (continuous_const.matrix_mul hr).matrix_trace
  obtain ⟨ψ, hψ, hmin⟩ := hK.exists_isMinOn ⟨ψ₀, ht, hL⟩ hf.continuousOn
  -- Hermiticity makes the minimal energy a real number
  have hreal : (((W * reduced ψ).trace.re : ℝ) : ℂ) = (W * reduced ψ).trace := by
    apply Complex.conj_eq_iff_re.1
    change star (W * reduced ψ).trace = _
    rw [← Matrix.trace_conjTranspose, Matrix.conjTranspose_mul, hW.eq,
      (reduced_posSemidef ψ).isHermitian.eq, Matrix.trace_mul_comm]
  have key : IsLeast (pureEnergies m W L x) (W * reduced ψ).trace.re := by
    refine ⟨⟨ψ, (trace_reduced ψ).symm.trans hψ.1, hψ.2,
      hreal.trans (expectation_eq W ψ).symm⟩, ?_⟩
    rintro E ⟨φ, h1, h2, h3⟩
    have h4 := isMinOn_iff.1 hmin φ ⟨(trace_reduced φ).trans h1, h2⟩
    rw [expectation_eq] at h3
    rwa [← h3, Complex.ofReal_re] at h4
  exact ⟨_, key, pureEnergies_eq_ensembleEnergies hc W L x ▸ key⟩

end

end IdlePartnerSearch
```

```lean
#print axioms IdlePartnerSearch.card_le_of_reduced_eq_smul_one
-- 'IdlePartnerSearch.card_le_of_reduced_eq_smul_one' depends on axioms: [propext, Classical.choice, Quot.sound]
#print axioms IdlePartnerSearch.pure_min_eq_ensemble_min
-- 'IdlePartnerSearch.pure_min_eq_ensemble_min' depends on axioms: [propext, Classical.choice, Quot.sound]
```

## States, constraints and energies

The system has levels `n` and the partner has levels `m`, both finite. A joint vector `ψ` has amplitudes $\psi_{ij}$, with $i$ for the system and $j$ for the partner. `reduced ψ` is the partial trace
$$r_{ik}=\sum_j \psi_{ij}\,\psi_{kj}^* .$$
The observable `W ⊗ₖ 1` acts on the system only, which is what makes the partner idle.

The map `L` is real-linear and returns a family of real numbers indexed by `κ`: populations, say, or real and imaginary parts of coherences. Its prescribed value is `x`. The sets `pureEnergies` and `ensembleEnergies` collect the real numbers $E$ whose complex cast equals the respective expectation value.

The theorem `pure_min_eq_ensemble_min` assumes that $W$ is Hermitian, that some density matrix satisfies $L(\rho)=x$, and that the partner has at least as many levels as the system. It gives one number `E` that is `IsLeast` in both sets: a member of each and a lower bound for each. Both minima are therefore attained.

In density-matrix functional theory, `n` can label a finite many-particle basis, $W$ the interaction, and $L$ the map to the components of the one-particle density matrix. The ensemble functional in that finite basis is then a pure-state search on the enlarged system. Constraints nonlinear in $\rho$ and infinite-dimensional systems lie beyond the theorem.

## From pure states to ensembles and back

Let $C$ be the matrix of amplitudes, so that $r=CC^\dagger$ (`reduced_eq_mul`). For every vector $v$, $v^\dagger r v=\|C^\dagger v\|^2\ge 0$, and $\operatorname{Tr} r=\sum_{ij}|\psi_{ij}|^2$. A unit vector thus yields a density matrix. Its energy is
$$\langle\psi,(W\otimes 1)\psi\rangle=\sum_{ijk}\psi_{ij}^*W_{ik}\psi_{kj}=\sum_{ik}W_{ik}r_{ki}=\operatorname{Tr}(Wr),$$
which is `expectation_eq`.

Conversely, factor a given density matrix as $\rho=B^\dagger B$. Choose an injection $e$ of the system's levels into the partner's and set $P_{kj}=\delta_{e(k),j}$. Then $PP^\dagger=1$, and the amplitudes $C=B^\dagger P$ give
$$CC^\dagger=B^\dagger PP^\dagger B=\rho .$$
This is `exists_purification`. Constraint and energy depend only on the reduced matrix, so the two energy sets coincide, as `pureEnergies_eq_ensembleEnergies` states.

## The factorisation in Mathlib

The factor $B$ comes from `CStarAlgebra.nonneg_iff_eq_star_mul_self`, a statement about C*-algebras: an element is nonnegative exactly when it has the form $B^*B$. Opening `MatrixOrder` gives matrices the order in which $0\le\rho$ means positive semidefinite, and `Matrix.nonneg_iff_posSemidef` translates between the two. No diagonalisation of $\rho$ is written out in this file, but the library lemma relies on the functional calculus, which Mathlib constructs for Hermitian matrices by diagonalising them.

## Why the minimum is attained

Let $K$ be the set of vectors with $\operatorname{Tr} r=1$ and $L(r)=x$. It is non-empty, because the assumed density matrix has a purification. It is closed, because $r$ depends continuously on $\psi$ and $L$ is continuous on a finite-dimensional space. It is bounded, because normalisation forces $|\psi_{ij}|\le 1$. Hence $K$ is compact, and the continuous function $\operatorname{Re}\operatorname{Tr}(Wr)$ has a minimum on it (`exists_isMinOn`).

The minimal value is a genuine energy because
$$\operatorname{Tr}(Wr)^*=\operatorname{Tr}(r^\dagger W^\dagger)=\operatorname{Tr}(rW)=\operatorname{Tr}(Wr),$$
the step called `hreal`. The equality of the sets then carries the minimum over to ensembles.

## How large the partner must be

If $r=c\,1$ with $c\neq0$, then $C(c^{-1}C^\dagger)=1$. The rank of this product is at most the number of partner levels, so the partner must be at least as large as the system (`card_le_of_reduced_eq_smul_one`). The maximally mixed state is such a case. Particular constraints may need less: with no constraint beyond normalisation, a one-level partner suffices.

A three-level example, which the file does not formalise, shows how a small partner can raise the minimum. Fix the population of level 0 at $1/2$ and its coherence with level 1 at zero, and minimise the population of level 2. With a one-level partner, level 1 must be empty and the minimum is $1/2$; the ensemble $\operatorname{diag}(1/2,1/2,0)$ reaches $0$.
